# Away from marginal coupling, alternating minimization of a quadratic energy in two order parameters converges from every start exactly when the energy has a minimum

Take two real order parameters $x$ and $y$ with a coupling $g$ between them and the energy

$$\tfrac12 x^2+\tfrac12 y^2-g\,xy .$$

Minimizing over $x$ at fixed $y$ gives $x=gy$. Minimizing over $y$ at this new $x$ gives $gx=g^2y$. One sweep therefore multiplies $y$ by $g^2$, and $n$ sweeps multiply it by $g^{2n}$. For $|g|<1$ the sequence goes to zero. For $|g|>1$ it grows without bound from any nonzero start, although each half-step is an exact minimization. With $g=2$ and $y=1$, the first sweep leads to $x=2$, $y=4$, where the energy is $-6$; the iteration is descending an energy that has no bottom.

With general stiffnesses $a,c>0$ and external fields, the factor $g^2$ becomes $g^2/(ac)$, and it multiplies the distance of $y$ from its self-consistent value. Provided that $g^2\neq ac$, the $y$ values converge from every start exactly when $g^2<ac$. The excluded equality is marginal coupling, at which one combined direction in the $(x,y)$ plane loses its stiffness.

Self-consistent mean-field calculations, including those for electronic structure, often update coupled quantities in turn; the result describes such a scheme when the energy is quadratic in two real variables and each update is an exact minimization.

```lean
import Mathlib

open Filter Topology

namespace AlternatingMinimization

noncomputable section
```

## The energy and its two stiffnesses

The parameters are the stiffnesses $a$ and $c$, the coupling $g$, and the fields $h$ and $k$ that act on $x$ and $y$. Positive stiffness means that each order parameter, with the other held fixed, is stable by itself. Any instability must then come from the coupling.

```lean
/-- Two coupled order parameters with positive stiffnesses `a`, `c`, bilinear coupling `g`
and external fields `h`, `k`. -/
structure Model where
  a : ℝ
  c : ℝ
  g : ℝ
  h : ℝ
  k : ℝ
  a_pos : 0 < a
  c_pos : 0 < c
```

A term `M : Model` carries these five real numbers together with the proofs `a_pos` and `c_pos`. The signs of $g$, $h$ and $k$ are free, and $g=0$ is allowed.

The energy is

$$E(x,y)=\tfrac12ax^2+\tfrac12cy^2-gxy-hx-ky .$$

```lean
/-- The quadratic mean-field energy of the order parameters `x` and `y`. -/
def Model.energy (M : Model) (x y : ℝ) : ℝ :=
  M.a * x ^ 2 / 2 + M.c * y ^ 2 / 2 - M.g * x * y - M.h * x - M.k * y
```

With this sign convention a positive $g$ favours order parameters of equal sign. There are no quartic terms, so beyond the instability nothing limits the growth of the order parameters. The model locates the loss of stability but does not describe an ordered phase that might replace the unstable state.

## One sweep as a map on $y$

Setting $\partial E/\partial x=ax-gy-h$ to zero at fixed $y$ gives

$$X(y)=\frac{gy+h}{a}.$$

```lean
/-- The update of `x` at fixed `y`. -/
def Model.relaxX (M : Model) (y : ℝ) : ℝ := (M.g * y + M.h) / M.a
```

Likewise $\partial E/\partial y=cy-gx-k$ vanishes at fixed $x$ when

$$Y(x)=\frac{gx+k}{c}.$$

```lean
/-- The update of `y` at fixed `x`. -/
def Model.relaxY (M : Model) (x : ℝ) : ℝ := (M.g * x + M.k) / M.c
```

A sweep uses the new $x$ at once in the update of $y$. It is the affine map

$$S(y)=Y(X(y))=\frac{g^2}{ac}\,y+\frac{gh+ak}{ac}.$$

```lean
/-- One full sweep, seen as a map on `y`: first `x` is updated, then `y`. -/
def Model.sweep (M : Model) (y : ℝ) : ℝ := M.relaxY (M.relaxX y)
```

Only $y$ has to be remembered between sweeps, because the old $x$ is overwritten before it is used. If the $y$ values converge, so do the $x$ values, since each new $x$ is $X$ of the preceding $y$.

A self-consistent value satisfies $S(y^*)=y^*$, that is, $(ac-g^2)\,y^*=gh+ak$. For $g^2\ne ac$ the solution is

$$y^*=\frac{gh+ak}{ac-g^2}.$$

```lean
/-- The self-consistent value of `y`, meaningful when `g ^ 2 ≠ a * c`. -/
def Model.yStar (M : Model) : ℝ := (M.g * M.h + M.a * M.k) / (M.a * M.c - M.g ^ 2)
```

## Each half-step is a strict minimization

A vanishing derivative alone does not show that the updates minimize anything. Write $X$ for $X(y)$, so that $aX=gy+h$. Then

$$\begin{aligned}
E(x,y)-E(X,y)&=\tfrac a2(x^2-X^2)-(gy+h)(x-X)\\
&=\tfrac a2(x^2-X^2)-aX(x-X)=\tfrac a2(x-X)^2 .
\end{aligned}$$

This is positive whenever $x\ne X$.

```lean
/-- At fixed `y`, the updated `x` has strictly lower energy than any other `x`. -/
theorem relaxX_strict_min (M : Model) (x y : ℝ) (hx : x ≠ M.relaxX y) :
    M.energy (M.relaxX y) y < M.energy x y := by
  have ha := M.a_pos.ne'
  have hr : M.a * M.relaxX y = M.g * y + M.h := by
    unfold Model.relaxX
    exact mul_div_cancel₀ _ ha
  -- the energy excess is a pure square
  have key : M.energy x y - M.energy (M.relaxX y) y = M.a / 2 * (x - M.relaxX y) ^ 2 := by
    unfold Model.energy
    linear_combination (x - M.relaxX y) * hr
  have hs : 0 < (x - M.relaxX y) ^ 2 :=
    (sq_nonneg _).lt_of_ne' (pow_ne_zero 2 (sub_ne_zero.mpr hx))
  have := mul_pos (half_pos M.a_pos) hs
  linarith
```

The theorem says that any $x$ other than `M.relaxX y` has strictly higher energy at the same $y$. In the proof, `hr` is the relation $aX=gy+h$, and `key` is the identity above, obtained by `linear_combination` from a multiple of `hr`. Positivity of $a$ and of the square finishes the argument.

With $Y=Y(x)$ and $cY=gx+k$, the same calculation in the other variable gives

$$E(x,y)-E(x,Y)=\tfrac c2(y-Y)^2 .$$

```lean
/-- At fixed `x`, the updated `y` has strictly lower energy than any other `y`. -/
theorem relaxY_strict_min (M : Model) (x y : ℝ) (hy : y ≠ M.relaxY x) :
    M.energy x (M.relaxY x) < M.energy x y := by
  have hc := M.c_pos.ne'
  have hr : M.c * M.relaxY x = M.g * x + M.k := by
    unfold Model.relaxY
    exact mul_div_cancel₀ _ hc
  have key : M.energy x y - M.energy x (M.relaxY x) = M.c / 2 * (y - M.relaxY x) ^ 2 := by
    unfold Model.energy
    linear_combination (y - M.relaxY x) * hr
  have hs : 0 < (y - M.relaxY x) ^ 2 :=
    (sq_nonneg _).lt_of_ne' (pow_ne_zero 2 (sub_ne_zero.mpr hy))
  have := mul_pos (half_pos M.c_pos) hs
  linarith
```

## The error law

Since $y^*$ is a fixed point, subtracting $S(y^*)=y^*$ from $S(y)$ removes the constant term of the affine map:

$$S(y)-y^*=\frac{g^2}{ac}\,(y-y^*).$$

```lean
/-- Each sweep multiplies the signed error in `y` by exactly `g ^ 2 / (a * c)`. -/
theorem sweep_error (M : Model) (hM : M.g ^ 2 ≠ M.a * M.c) (y : ℝ) :
    M.sweep y - M.yStar = M.g ^ 2 / (M.a * M.c) * (y - M.yStar) := by
  have ha := M.a_pos.ne'
  have hc := M.c_pos.ne'
  have hd : M.a * M.c - M.g ^ 2 ≠ 0 := sub_ne_zero.mpr hM.symm
  simp only [Model.sweep, Model.relaxY, Model.relaxX, Model.yStar]
  field_simp
  ring
```

The hypothesis `hM` states $g^2\ne ac$, which makes the denominator of $y^*$ nonzero. The proof unfolds the definitions, clears denominators with `field_simp` and compares polynomials with `ring`. The law concerns the signed error, and since the factor is never negative, $y$ does not jump from one side of $y^*$ to the other.

Write $r=g^2/(ac)$ and let $S^n$ denote $n$ successive sweeps. If $S^n(y)-y^*=r^n(y-y^*)$, one more sweep multiplies both sides by $r$. By induction, for every $n\ge0$,

$$S^n(y)-y^*=r^n\,(y-y^*).$$

```lean
/-- After `n` sweeps the initial error in `y` is multiplied by `(g ^ 2 / (a * c)) ^ n`. -/
theorem iterate_error (M : Model) (hM : M.g ^ 2 ≠ M.a * M.c) (y : ℝ) (n : ℕ) :
    M.sweep^[n] y - M.yStar = (M.g ^ 2 / (M.a * M.c)) ^ n * (y - M.yStar) := by
  induction n with
  | zero => simp
  | succ n ih =>
    rw [Function.iterate_succ_apply', sweep_error M hM, ih, pow_succ]
    ring
```

The hypothesis $g^2\ne ac$ is again required. In Lean, `M.sweep^[n] y` is $S^n(y)$. The induction step peels off the last sweep, applies `sweep_error` to it and then uses the induction hypothesis `ih`.

The uncoupled limit $g=0$ fits the same formula. There $r=0$ and $y^*=k/c$, so the first sweep already lands on the answer.

## Which starts converge

If $g^2<ac$, then $0\le r<1$, so $r^n\to0$ and

$$S^n(y)=y^*+r^n(y-y^*)\longrightarrow y^* .$$

```lean
/-- For `g ^ 2 < a * c` the sweeps converge to the self-consistent value from every start. -/
theorem tendsto_yStar (M : Model) (hM : M.g ^ 2 < M.a * M.c) (y : ℝ) :
    Tendsto (fun n : ℕ => M.sweep^[n] y) atTop (𝓝 M.yStar) := by
  have hac := mul_pos M.a_pos M.c_pos
  have h0 : 0 ≤ M.g ^ 2 / (M.a * M.c) := div_nonneg (sq_nonneg _) hac.le
  have h1 : M.g ^ 2 / (M.a * M.c) < 1 := (div_lt_one hac).mpr hM
  have ht := ((tendsto_pow_atTop_nhds_zero_of_lt_one h0 h1).mul_const
    (y - M.yStar)).add_const M.yStar
  rw [zero_mul, zero_add] at ht
  refine ht.congr fun n => ?_
  linarith [iterate_error M hM.ne y n]
```

The statement `Tendsto ... atTop (𝓝 M.yStar)` is ordinary convergence of a real sequence to $y^*$ as $n\to\infty$. The proof takes Mathlib's limit for powers of a number in $[0,1)$, multiplies by the initial error, adds $y^*$, and identifies the result with the iterates through `iterate_error`.

If $g^2>ac$, then $r>1$. Suppose that $y\ne y^*$ and that the iterates nevertheless had a finite limit. Then

$$r^n=\frac{S^n(y)-y^*}{y-y^*}$$

would have a finite limit too, whereas $r^n\to\infty$. A start exactly at $y^*$ stays there for any $r$. Hence a given start converges exactly when $g^2<ac$ or $y=y^*$.

```lean
/-- Away from `g ^ 2 = a * c`, the sweeps from a given start converge exactly when
`g ^ 2 < a * c` or the start is already the self-consistent value. -/
theorem converges_from_iff (M : Model) (hM : M.g ^ 2 ≠ M.a * M.c) (y : ℝ) :
    (∃ L, Tendsto (fun n : ℕ => M.sweep^[n] y) atTop (𝓝 L)) ↔
      M.g ^ 2 < M.a * M.c ∨ y = M.yStar := by
  constructor
  · rintro ⟨L, hL⟩
    by_contra hcon
    rw [not_or] at hcon
    obtain ⟨hlt, hy⟩ := hcon
    have hgt : M.a * M.c < M.g ^ 2 := lt_of_le_of_ne (not_lt.mp hlt) hM.symm
    have h1 : 1 < M.g ^ 2 / (M.a * M.c) := (one_lt_div (mul_pos M.a_pos M.c_pos)).mpr hgt
    -- a convergent error would make the growing powers of the ratio converge
    have ht := (hL.sub_const M.yStar).div_const (y - M.yStar)
    refine not_tendsto_nhds_of_tendsto_atTop (tendsto_pow_atTop_atTop_of_one_lt h1) _
      (ht.congr fun n => ?_)
    rw [iterate_error M hM, mul_div_cancel_right₀ _ (sub_ne_zero.mpr hy)]
  · rintro (hlt | rfl)
    · exact ⟨_, tendsto_yStar M hlt y⟩
    · refine ⟨M.yStar, tendsto_const_nhds.congr fun n => ?_⟩
      have := iterate_error M hM M.yStar n
      rw [sub_self, mul_zero] at this
      linarith
```

Here convergence means that some real limit `L` exists, with no value prescribed in advance. The first half of the proof is the contradiction just given: `ht` is the convergence of the quotient, and `not_tendsto_nhds_of_tendsto_atTop` sets it against the divergence of $r^n$. The second half uses `tendsto_yStar` in the stable case and a constant sequence for the start at $y^*$.

The exceptional start means that one successful run does not establish stability. To decide the question for all starts, it is enough to test one that is displaced from $y^*$, such as $y^*+1$. If that start converges, the previous criterion leaves only $g^2<ac$. Conversely, $g^2<ac$ gives convergence from everywhere.

```lean
/-- Away from `g ^ 2 = a * c`, alternating minimization converges from every start exactly
when `g ^ 2 < a * c`. -/
theorem converges_iff (M : Model) (hM : M.g ^ 2 ≠ M.a * M.c) :
    (∀ y, ∃ L, Tendsto (fun n : ℕ => M.sweep^[n] y) atTop (𝓝 L)) ↔
      M.g ^ 2 < M.a * M.c := by
  constructor
  · intro hall
    rcases (converges_from_iff M hM (M.yStar + 1)).mp (hall _) with hlt | heq
    · exact hlt
    · linarith
  · exact fun hlt y => ⟨_, tendsto_yStar M hlt y⟩
```

The quantifier `∀ y` stands in front of the existence of a limit, so the theorem speaks of all starts together. In the Lean proof the alternative $y^*+1=y^*$ is dismissed by `linarith`.

## Convergence and the existence of an energy minimum

Let $v=y^*$ and $u=X(y^*)$. This point satisfies both stationarity conditions, $au=gv+h$ and $cv=gu+k$, so the linear terms cancel in the energy difference. With $\xi=x-u$ and $\eta=y-v$,

$$\begin{aligned}
2a\,[E(x,y)-E(u,v)]&=a^2\xi^2+ac\,\eta^2-2ag\,\xi\eta\\
&=(a\xi-g\eta)^2+(ac-g^2)\,\eta^2 .
\end{aligned}$$

For $g^2<ac$ the right-hand side is never negative, and $(u,v)$ is a global minimum.

For the converse, let $(u,v)$ be any global minimum. Displace it by $+(g,a)$ and by $-(g,a)$, reading these parameters as plain numbers. In the sum of the two energies the linear terms cancel:

$$\begin{aligned}
E(u+g,v+a)&+E(u-g,v-a)-2E(u,v)\\
&=ag^2+ca^2-2g^2a=a(ac-g^2).
\end{aligned}$$

Neither displaced energy lies below $E(u,v)$, so $ac-g^2\ge0$. Because equality is excluded, $g^2<ac$.

```lean
/-- Away from `g ^ 2 = a * c`, alternating minimization converges from every start exactly
when the energy has a global minimum. -/
theorem converges_iff_exists_min (M : Model) (hM : M.g ^ 2 ≠ M.a * M.c) :
    (∀ y, ∃ L, Tendsto (fun n : ℕ => M.sweep^[n] y) atTop (𝓝 L)) ↔
      ∃ u v, ∀ x y, M.energy u v ≤ M.energy x y := by
  rw [converges_iff M hM]
  have ha := M.a_pos
  constructor
  · intro hlt
    refine ⟨M.relaxX M.yStar, M.yStar, fun x y => ?_⟩
    have h1 : M.a * M.relaxX M.yStar = M.g * M.yStar + M.h := by
      unfold Model.relaxX
      exact mul_div_cancel₀ _ ha.ne'
    have h2 : M.c * M.yStar = M.g * M.relaxX M.yStar + M.k := by
      have hs := sweep_error M hM M.yStar
      rw [sub_self, mul_zero, sub_eq_zero] at hs
      unfold Model.sweep at hs
      have hr : M.c * M.relaxY (M.relaxX M.yStar) = M.g * M.relaxX M.yStar + M.k := by
        unfold Model.relaxY
        exact mul_div_cancel₀ _ M.c_pos.ne'
      rwa [hs] at hr
    generalize M.relaxX M.yStar = u at *
    generalize M.yStar = v at *
    -- complete the square around the stationary point
    have key : 2 * M.a * (M.energy x y - M.energy u v) =
        (M.a * (x - u) - M.g * (y - v)) ^ 2 + (M.a * M.c - M.g ^ 2) * (y - v) ^ 2 := by
      unfold Model.energy
      linear_combination 2 * M.a * (x - u) * h1 + 2 * M.a * (y - v) * h2
    have hq : 0 ≤ 2 * M.a * (M.energy x y - M.energy u v) := by
      rw [key]
      exact add_nonneg (sq_nonneg _) (mul_nonneg (sub_nonneg.mpr hlt.le) (sq_nonneg _))
    exact sub_nonneg.mp (nonneg_of_mul_nonneg_right hq (by linarith))
  · rintro ⟨u, v, hmin⟩
    -- opposite displacements along (g, a) measure the curvature in that direction
    have hp := hmin (u + M.g) (v + M.a)
    have hm := hmin (u - M.g) (v - M.a)
    have key : M.energy (u + M.g) (v + M.a) + M.energy (u - M.g) (v - M.a)
        - 2 * M.energy u v = M.a * (M.a * M.c - M.g ^ 2) := by
      unfold Model.energy
      ring
    have hq : 0 ≤ M.a * (M.a * M.c - M.g ^ 2) := by linarith
    exact lt_of_le_of_ne (sub_nonneg.mp (nonneg_of_mul_nonneg_right hq ha)) hM
```

The right-hand side of the equivalence says that there is a point `(u, v)` whose energy is at most that of every other point. The proof first replaces convergence by $g^2<ac$ through `converges_iff`. In the forward direction `h1` and `h2` are the two stationarity conditions, the second obtained from the fact that a sweep leaves $y^*$ fixed, and `key` is the completed square. In the backward direction `hp` and `hm` are the two comparisons with the minimum, and `key` is the sum rule for opposite displacements.

## Marginal coupling

At $g^2=ac$ the ratio $r$ equals one, and the affine map reduces to a translation:

$$S(y)=y+\frac{gh+ak}{ac},\qquad S^n(y)=y+n\,\frac{gh+ak}{ac}.$$

```lean
/-- At `g ^ 2 = a * c` each sweep shifts `y` by the same amount
`(g * h + a * k) / (a * c)`. -/
theorem marginal_drift (M : Model) (hM : M.g ^ 2 = M.a * M.c) (y : ℝ) (n : ℕ) :
    M.sweep^[n] y = y + n * ((M.g * M.h + M.a * M.k) / (M.a * M.c)) := by
  have ha := M.a_pos.ne'
  have hc := M.c_pos.ne'
  have step : ∀ z, M.sweep z = z + (M.g * M.h + M.a * M.k) / (M.a * M.c) := by
    intro z
    simp only [Model.sweep, Model.relaxY, Model.relaxX]
    field_simp
    linear_combination z * hM
  induction n with
  | zero => simp
  | succ n ih =>
    rw [Function.iterate_succ_apply', step, ih]
    push_cast
    ring

end

end AlternatingMinimization
```

The local statement `step` is the translation for one sweep, where `hM` replaces $g^2$ by $ac$; induction then adds up the shifts.

If $gh+ak\neq0$, $y$ drifts off at a constant rate. If $gh+ak=0$, every start stays where it is and so converges, although $g^2<ac$ is false. The opening example with $g=1$ is of this second kind: its energy is $\tfrac12(x-y)^2$, with a flat valley along $x=y$, and a sweep returns every $y$ unchanged. The criterion $g^2<ac$ therefore needs the hypothesis $g^2\ne ac$. The link with an energy minimum survives at equality, although the Lean theorem does not cover that case. Along the direction $(g,a)$ the energy is then linear with slope $-(gh+ak)$, so it has no minimum if $gh+ak\neq0$. If $gh+ak=0$, it equals $\frac{1}{2a}(ax-gy)^2-\frac ha(ax-gy)$, which has a minimum.

```lean
#print axioms AlternatingMinimization.relaxX_strict_min
#print axioms AlternatingMinimization.relaxY_strict_min
#print axioms AlternatingMinimization.converges_iff_exists_min
#print axioms AlternatingMinimization.marginal_drift
```

```
'AlternatingMinimization.relaxX_strict_min' depends on axioms: [propext, Classical.choice, Quot.sound]
'AlternatingMinimization.relaxY_strict_min' depends on axioms: [propext, Classical.choice, Quot.sound]
'AlternatingMinimization.converges_iff_exists_min' depends on axioms: [propext, Classical.choice, Quot.sound]
'AlternatingMinimization.marginal_drift' depends on axioms: [propext, Classical.choice, Quot.sound]
```
